# The permanent of a two-mode boson overlap matrix is a sum over occupation numbers

Two identical bosons are created from the vacuum by the operators \(u_i a^\dagger+x_i b^\dagger\), \(i=1,2\), where \(a^\dagger\) and \(b^\dagger\) belong to two orthonormal modes. With both states left unnormalised, the overlap with a second such pair, with coefficients \(v_j,y_j\), is a \(2\times2\) permanent. For real coefficients,

\[
\begin{aligned}
&(u_1v_1+x_1y_1)(u_2v_2+x_2y_2)+(u_2v_1+x_2y_1)(u_1v_2+x_1y_2)\\
&\quad=2\,u_1u_2\,v_1v_2+(u_1x_2+x_1u_2)(v_1y_2+y_1v_2)+2\,x_1x_2\,y_1y_2 .
\end{aligned}
\]

The three terms belong to two, one and no bosons in the first mode, and each is a number times one factor from each state.

## The identity for n bosons

Let \(E_k(u,x)=\sum_{|S|=k}\prod_{i\in S}u_i\prod_{i\notin S}x_i\), where \(S\) runs over the \(k\)-element sets of boson labels. Over any commutative ring,

\[
\operatorname{perm}(u_iv_j+x_iy_j)=\sum_{k=0}^{n}k!\,(n-k)!\,E_k(u,x)\,E_k(v,y).
\]

For complex coefficients, set \(c_k(u,x)=\sqrt{k!(n-k)!}\,E_k(u,x)\). Then

\[
\operatorname{perm}(\bar u_iv_j+\bar x_iy_j)=\sum_{k=0}^n\overline{c_k(u,x)}\,c_k(v,y).
\]

## Overlaps from n + 1 stored amplitudes

A code can store the state created by a product of \(n\) orbital operators \(u_ia^\dagger+x_ib^\dagger\) as the list of its \(c_k\) and compute overlaps as dot products, with the first list conjugated. The identity shows that the result agrees with the permanent. The \(E_k\) are built up one boson at a time, starting from \(E_0=1\) and all others zero. Adding boson \(i\) changes them by \(E_k\leftarrow u_iE_{k-1}+x_iE_k\), with the old values on the right and \(E_{-1}=0\), so all \(E_k\) take \(O(n^2)\) operations. The square roots in \(c_k\) are multiplied in at the end.

These states are in general not normalised, even when every orbital has norm one: two bosons in the same orbital give squared norm 2. The normalised overlap of nonzero states is the dot product divided by \(\sqrt{\sum_k|c_k(u,x)|^2\,\sum_k|c_k(v,y)|^2}\).

## Grouping permutations by the image of a set

Write the permanent as a sum over permutations \(\sigma\) and expand each product, with \(S\) the set of factors that contribute their first term:

\[
\sum_\sigma\prod_i(u_{\sigma(i)}v_i+x_{\sigma(i)}y_i)
=\sum_{k=0}^n\sum_{|S|=k}\Big(\prod_{i\in S}v_i\prod_{i\notin S}y_i\Big)P_S,
\]

\[
P_S=\sum_\sigma\prod_{i\in S}u_{\sigma(i)}\prod_{i\notin S}x_{\sigma(i)} .
\]

The summand of \(P_S\) depends on \(\sigma\) only through \(T=\sigma(S)\): it equals \(\prod_{i\in T}u_i\prod_{i\notin T}x_i\). A permutation carrying \(S\) onto \(T\) is a bijection \(S\to T\) together with one between the complements, so there are \(k!(n-k)!\) of them. Hence \(P_S=k!(n-k)!\,E_k(u,x)\), which is the same for every \(S\) of size \(k\), and the remaining sum over \(S\) gives \(E_k(v,y)\).

For the complex form, replace \(u,x\) by their conjugates, use \(E_k(\bar u,\bar x)=\overline{E_k(u,x)}\), and split the weight into two equal square roots.

The same grouping works for \(m\) modes: the sum then runs over occupations \(k_1+\dots+k_m=n\), with weight \(k_1!\cdots k_m!\) and \(E_k\) replaced by the sum over all assignments of bosons to modes with those occupations.

## The Lean file

```lean
import Mathlib

open Finset
open scoped Nat ComplexConjugate

namespace TwoModeBosonOverlap

variable {ι R : Type*} [Fintype ι] [DecidableEq ι] [CommRing R]

/-- The sum `E_k(u,x)` over all ways to put exactly `k` of the bosons in the first mode, with
coefficients `u i`, and the others in the second mode, with coefficients `x i`. -/
def modeSum (k : ℕ) (u x : ι → R) : R :=
  ∑ S ∈ powersetCard k (univ : Finset ι), (∏ i ∈ S, u i) * ∏ i ∈ Sᶜ, x i

/-- A product of two-term factors is the sum over all choices of one term from each factor,
grouped by the number `k` of factors that contribute their first term. -/
theorem prod_add_by_number (f g : ι → R) :
    ∏ i, (f i + g i) = ∑ k ∈ range (Fintype.card ι + 1),
      ∑ S ∈ powersetCard k (univ : Finset ι), (∏ i ∈ S, f i) * ∏ i ∈ Sᶜ, g i := by
  rw [Finset.prod_add, Finset.sum_powerset, Finset.card_univ]
  simp only [Finset.compl_eq_univ_sdiff]

/-- For commuting creation symbols `a` and `b`, the product of the `u i • a + x i • b` has
`E_k(u,x)` as the coefficient of `k` quanta in `a` and the remaining ones in `b`. -/
theorem prod_creation {A : Type*} [CommRing A] [Algebra R A] (u x : ι → R) (a b : A) :
    ∏ i, (u i • a + x i • b) = ∑ k ∈ range (Fintype.card ι + 1),
      modeSum k u x • (a ^ k * b ^ (Fintype.card ι - k)) := by
  rw [prod_add_by_number]
  refine Finset.sum_congr rfl fun k _ => ?_
  rw [modeSum, Finset.sum_smul]
  refine Finset.sum_congr rfl fun S hS => ?_
  have hk : S.card = k := (Finset.mem_powersetCard.mp hS).2
  simp only [Algebra.smul_def, Finset.prod_mul_distrib, Finset.prod_const, map_mul, map_prod,
    Finset.card_compl, hk]
  ring

/-- If `S` and `T` contain equally many of the `n` bosons, say `k`, then exactly `k! (n-k)!`
permutations carry `S` onto `T`. -/
theorem card_perm_carrying (S T : Finset ι) (h : T.card = S.card) :
    (univ.filter fun σ : Equiv.Perm ι => S.map σ.toEmbedding = T).card
      = S.card ! * (Fintype.card ι - S.card)! := by
  have hiff : ∀ σ : Equiv.Perm ι,
      S.map σ.toEmbedding = T ↔ ∀ a, a ∈ S ↔ σ a ∈ T := by
    intro σ
    constructor
    · intro hT a
      rw [← hT, Finset.mem_map_equiv, Equiv.symm_apply_apply]
    · intro hσ
      ext b
      obtain ⟨a, rfl⟩ := σ.surjective b
      rw [Finset.mem_map_equiv, Equiv.symm_apply_apply, hσ a]
  have pos : ∀ (f : {a // a ∈ S} ≃ {a // a ∈ T}) (g : {a // a ∉ S} ≃ {a // a ∉ T})
      (a : ι) (ha : a ∈ S), Equiv.subtypeCongr f g a = f ⟨a, ha⟩ := by
    intro f g a ha
    simp [Equiv.subtypeCongr, Equiv.sumCompl, ha]
  have neg : ∀ (f : {a // a ∈ S} ≃ {a // a ∈ T}) (g : {a // a ∉ S} ≃ {a // a ∉ T})
      (a : ι) (ha : a ∉ S), Equiv.subtypeCongr f g a = g ⟨a, ha⟩ := by
    intro f g a ha
    simp [Equiv.subtypeCongr, Equiv.sumCompl, ha]
  -- such a permutation is a bijection `S ≃ T` together with one between the complements
  let e : {σ : Equiv.Perm ι // ∀ a, a ∈ S ↔ σ a ∈ T} ≃
      ({a // a ∈ S} ≃ {a // a ∈ T}) × ({a // a ∉ S} ≃ {a // a ∉ T}) :=
    { toFun := fun σ => (σ.1.subtypeEquiv σ.2, σ.1.subtypeEquiv fun a => not_congr (σ.2 a))
      invFun := fun p => ⟨Equiv.subtypeCongr p.1 p.2, fun a => by
        by_cases ha : a ∈ S
        · rw [pos _ _ a ha]
          exact iff_of_true ha (p.1 ⟨a, ha⟩).2
        · rw [neg _ _ a ha]
          exact iff_of_false ha (p.2 ⟨a, ha⟩).2⟩
      left_inv := by
        rintro ⟨σ, hσ⟩
        refine Subtype.ext (Equiv.ext fun a => ?_)
        by_cases ha : a ∈ S
        · exact pos _ _ a ha
        · exact neg _ _ a ha
      right_inv := by
        rintro ⟨f, g⟩
        refine Prod.ext ?_ ?_
        · exact Equiv.ext fun a => Subtype.ext (pos f g a.1 a.2)
        · exact Equiv.ext fun a => Subtype.ext (neg f g a.1 a.2) }
  have hc : ∀ U : Finset ι, Fintype.card {a // a ∉ U} = Fintype.card ι - U.card := fun U => by
    rw [Fintype.card_of_subtype Uᶜ (fun a => Finset.mem_compl), Finset.card_compl]
  have e₁ : {a // a ∈ S} ≃ {a // a ∈ T} := Fintype.equivOfCardEq (by simp [h])
  have e₂ : {a // a ∉ S} ≃ {a // a ∉ T} := Fintype.equivOfCardEq (by rw [hc, hc, h])
  simp_rw [hiff]
  rw [← Fintype.card_subtype, Fintype.card_congr e, Fintype.card_prod,
    Fintype.card_equiv e₁, Fintype.card_equiv e₂, hc, Fintype.card_coe]

/-- When the bosons in `S` carry the factors `f` and all others the factors `g`, the total
product splits into the product over `S` and the product over its complement. -/
theorem prod_occupied (S : Finset ι) (f g : ι → R) :
    ∏ i, (if i ∈ S then f i else g i) = (∏ i ∈ S, f i) * ∏ i ∈ Sᶜ, g i := by
  rw [← Finset.prod_mul_prod_compl S]
  congr 1
  · exact Finset.prod_congr rfl fun i hi => if_pos hi
  · exact Finset.prod_congr rfl fun i hi => if_neg (Finset.mem_compl.mp hi)

/-- If the `k` columns in `S` equal `u` and the other `n-k` columns equal `x`, the permanent is
`k! (n-k)! E_k(u,x)`. -/
theorem permanent_definite_modes (S : Finset ι) (u x : ι → R) :
    (Matrix.of fun i j => if j ∈ S then u i else x i).permanent
      = (S.card ! : R) * ((Fintype.card ι - S.card)! : R) * modeSum S.card u x := by
  have step : ∀ σ : Equiv.Perm ι, ∏ i, (if i ∈ S then u (σ i) else x (σ i))
      = (∏ i ∈ S.map σ.toEmbedding, u i) * ∏ i ∈ (S.map σ.toEmbedding)ᶜ, x i := by
    intro σ
    have hcompl : (S.map σ.toEmbedding)ᶜ = Sᶜ.map σ.toEmbedding := by
      ext b
      rw [Finset.mem_compl, Finset.mem_map_equiv, Finset.mem_map_equiv, Finset.mem_compl]
    rw [hcompl, Finset.prod_map, Finset.prod_map]
    exact prod_occupied S (fun i => u (σ i)) (fun i => x (σ i))
  simp only [Matrix.permanent, Matrix.of_apply, step]
  -- group the permutations by the image `T` of `S`
  rw [← Finset.sum_fiberwise_of_maps_to (s := univ) (t := powersetCard S.card univ)
    (g := fun σ : Equiv.Perm ι => S.map σ.toEmbedding)
    (fun σ _ => Finset.mem_powersetCard.mpr ⟨Finset.subset_univ _, Finset.card_map _⟩),
    modeSum, Finset.mul_sum]
  refine Finset.sum_congr rfl fun T hT => ?_
  have hc := card_perm_carrying S T (Finset.mem_powersetCard.mp hT).2
  refine (Finset.sum_eq_card_nsmul (b := (∏ i ∈ T, u i) * ∏ i ∈ Tᶜ, x i) ?_).trans ?_
  · intro σ hσ
    have hσT : S.map σ.toEmbedding = T := (Finset.mem_filter.mp hσ).2
    rw [hσT]
  · refine (congrArg (fun m : ℕ => m • ((∏ i ∈ T, u i) * ∏ i ∈ Tᶜ, x i)) hc).trans ?_
    simp only [nsmul_eq_mul, Nat.cast_mul]

/-- The permanent of the two-mode overlap matrix `u i * v j + x i * y j` of `n` bosons is the
sum over `k` of `k! (n-k)! E_k(u,x) E_k(v,y)`. -/
theorem permanent_two_mode (u x v y : ι → R) :
    (Matrix.of fun i j => u i * v j + x i * y j).permanent
      = ∑ k ∈ range (Fintype.card ι + 1),
        (k ! : R) * ((Fintype.card ι - k)! : R) * modeSum k u x * modeSum k v y := by
  simp only [Matrix.permanent, Matrix.of_apply, prod_add_by_number]
  rw [Finset.sum_comm]
  refine Finset.sum_congr rfl fun k _ => ?_
  rw [Finset.sum_comm, modeSum.eq_1 k v y, Finset.mul_sum]
  refine Finset.sum_congr rfl fun S hS => ?_
  -- for a fixed set `S` the sum over permutations is a permanent with columns `u` and `x`
  have h := permanent_definite_modes S u x
  rw [(Finset.mem_powersetCard.mp hS).2] at h
  rw [← h]
  simp only [Matrix.permanent, Matrix.of_apply]
  rw [Finset.sum_mul]
  refine Finset.sum_congr rfl fun σ _ => ?_
  rw [prod_occupied S (fun i => u (σ i)) (fun i => x (σ i)), Finset.prod_mul_distrib,
    Finset.prod_mul_distrib]
  ring

/-- The amplitude `√(k! (n-k)!) E_k(u,x)` for `k` of the `n` bosons in the first mode and `n-k`
in the second, for `k ≤ n`. -/
noncomputable def occupationAmplitude (k : ℕ) (u x : ι → ℂ) : ℂ :=
  (Real.sqrt ((k ! : ℝ) * ((Fintype.card ι - k)! : ℝ)) : ℂ) * modeSum k u x

/-- For two orthonormal modes, the permanent of the single-particle overlaps of two families of
orbitals, with coefficients `u i`, `x i` and `v j`, `y j` in these modes, equals the Hermitian inner
product of their occupation amplitudes. -/
theorem permanent_eq_occupation_overlap (u x v y : ι → ℂ) :
    (Matrix.of fun i j => conj (u i) * v j + conj (x i) * y j).permanent
      = ∑ k ∈ range (Fintype.card ι + 1),
        conj (occupationAmplitude k u x) * occupationAmplitude k v y := by
  rw [permanent_two_mode (fun i => conj (u i)) (fun i => conj (x i)) v y]
  refine Finset.sum_congr rfl fun k _ => ?_
  have hs : conj (modeSum k u x) = modeSum k (fun i => conj (u i)) (fun i => conj (x i)) := by
    simp only [modeSum, map_sum, map_mul, map_prod]
  -- the factorial weight is shared equally between the two states
  have hr : (Real.sqrt ((k ! : ℝ) * ((Fintype.card ι - k)! : ℝ)) : ℂ)
      * (Real.sqrt ((k ! : ℝ) * ((Fintype.card ι - k)! : ℝ)) : ℂ)
      = (k ! : ℂ) * ((Fintype.card ι - k)! : ℂ) := by
    rw [← Complex.ofReal_mul, Real.mul_self_sqrt (by positivity)]
    simp only [Complex.ofReal_mul, Complex.ofReal_natCast]
  rw [occupationAmplitude, occupationAmplitude, map_mul, Complex.conj_ofReal, hs, ← hr]
  ring

end TwoModeBosonOverlap
```

```lean
#print axioms TwoModeBosonOverlap.prod_creation
#print axioms TwoModeBosonOverlap.permanent_two_mode
#print axioms TwoModeBosonOverlap.permanent_eq_occupation_overlap
```

```
'TwoModeBosonOverlap.prod_creation' depends on axioms: [propext, Classical.choice, Quot.sound]
'TwoModeBosonOverlap.permanent_two_mode' depends on axioms: [propext, Classical.choice, Quot.sound]
'TwoModeBosonOverlap.permanent_eq_occupation_overlap' depends on axioms: [propext, Classical.choice, Quot.sound]
```

## From coefficient lists to Fock states

The finite type `ι` labels the bosons, `Fintype.card ι` is \(n\), and `modeSum k u x` is \(E_k(u,x)\). `permanent_two_mode` states the ring identity for every \(n\), including zero. `permanent_eq_occupation_overlap` states the complex one, with `occupationAmplitude` for the unnormalised \(c_k\).

In the proof, `prod_add_by_number` expands the product and `card_perm_carrying` counts permutations through the explicit equivalence `e`. `permanent_definite_modes` evaluates \(P_S\), using `Finset.sum_fiberwise_of_maps_to` to group by \(T\). The main theorem exchanges sums with `Finset.sum_comm` and applies that result to each \(S\); `prod_occupied` separates the factors in \(S\) from the rest.

`prod_creation` shows that \(E_k\) is the coefficient of \(a^kb^{n-k}\) in the product of orbitals. Its `a` and `b` are commuting symbols that stand for the creation operators \(a^\dagger,b^\dagger\).

No Fock space is constructed. The step left to physics is that the vectors \((a^\dagger)^k(b^\dagger)^{n-k}|0\rangle\) are orthogonal with squared norm \(k!(n-k)!\), which makes the \(c_k\) amplitudes in the normalised occupation basis. This holds for orthonormal modes; for overlapping modes the matrix \(\bar u_iv_j+\bar x_iy_j\) is in general not the matrix of single-particle overlaps. The theorems concern exact ring elements and complex numbers, so they give no bound on floating-point rounding.
